# For a dipole that starts at rest from zero, the finite-time acceleration amplitude is −w² times the dipole amplitude plus a term set by the final dipole and velocity

A harmonic spectrum can be computed from the dipole of a driven system or from its acceleration, but the record stops at some time T, so the relation between the two can contain contributions from the ends of the record. Here the dipole d, its velocity v and its acceleration a are three functions of time, tied together by derivative conditions on the closed interval [0, T]. Nothing is assumed about the signal before 0 or after T.

In real-time time-dependent density functional theory, the result gives the exact difference between the acceleration amplitude and −w² times the dipole amplitude at angular frequency w, for one Cartesian component of the dipole and a finite record without a window function. It applies when the dipole and its velocity are both zero at the start.

```lean
import Mathlib

open Complex (I)
open Set

namespace HarmonicSpectra

noncomputable section
```

The symbol `I` is the imaginary unit i.

## The recorded signal and its Fourier amplitude

```lean
/-- On the time interval `[0, T]` the dipole `d` has velocity `v` and continuous
acceleration `a`, with one-sided derivatives at the ends. -/
structure IsDipoleRecord (T : ℝ) (d v a : ℝ → ℝ) : Prop where
  vel : ∀ t ∈ Icc 0 T, HasDerivWithinAt d (v t) (Icc 0 T) t
  acc : ∀ t ∈ Icc 0 T, HasDerivWithinAt v (a t) (Icc 0 T) t
  cont : ContinuousOn a (Icc 0 T)
```

A `structure` with values in `Prop` is a named list of conditions. `Icc 0 T` is the closed interval [0, T], and `HasDerivWithinAt` is a derivative taken using only points of that interval: the ordinary derivative inside, a one-sided one at each end. For T > 0, the three conditions therefore say

d′(t) = v(t), v′(t) = a(t), with a continuous on [0, T].

This is a twice continuously differentiable dipole. Here `v` is the velocity of the dipole, not of a single electron.

The step left to the user is the identification of these functions with simulation output. A propagation delivers values at discrete time steps, and its acceleration may come from a separate force expression; that this acceleration is the exact second derivative of the recorded dipole is an assumption.

```lean
/-- The Fourier amplitude at frequency `w` of a real signal `f` recorded from `0` to `T`. -/
def amplitude (T : ℝ) (f : ℝ → ℝ) (w : ℝ) : ℂ :=
  ∫ t in (0 : ℝ)..T, Complex.exp (I * w * t) * (f t : ℂ)
```

For a real signal f, this defines

A_f(w) = ∫₀ᵀ exp(iwt) f(t) dt.

The letter w stands for the angular frequency usually written ω. The convention has a plus sign in the exponent and no prefactor. The notation `(f t : ℂ)` regards the real number f(t) as a complex one. An amplitude is complex; the corresponding power is its squared modulus.

```lean
/-- The combination `exp(iwt) (v(t) - i w d(t))` of dipole and dipole velocity at time `t`. -/
def boundaryTerm (d v : ℝ → ℝ) (w t : ℝ) : ℂ :=
  Complex.exp (I * w * t) * ((v t : ℂ) - I * w * (d t : ℂ))
```

The second definition is

B(t) = exp(iwt) (v(t) − iw d(t)).

For a dipole that starts at rest from zero, its value at T will turn out to be the difference between A_a(w) and −w² A_d(w).

## The boundary term as an antiderivative

```lean
/-- The phase factor `exp(iwt)` has time derivative `i w exp(iwt)`. -/
theorem hasDerivAt_phase (w t : ℝ) :
    HasDerivAt (fun s : ℝ => Complex.exp (I * w * s))
      (Complex.exp (I * w * t) * (I * w)) t := by
  have h : HasDerivAt (fun s : ℝ => I * (w : ℂ) * (s : ℂ)) (I * w) t :=
    ((hasDerivAt_id t).ofReal_comp.const_mul (I * (w : ℂ))).congr_deriv (by simp)
  exact h.cexp
```

This is the derivative of the phase factor:

d/dt exp(iwt) = iw exp(iwt).

Lean differentiates the linear exponent first and then applies the chain rule for the exponential, `cexp`.

```lean
/-- Where `d` has velocity `v` and `v` has derivative `a`, the boundary term changes at the
rate `exp(iwt) (a + w² d)`. -/
theorem hasDerivAt_boundaryTerm {d v : ℝ → ℝ} {a t : ℝ} (w : ℝ)
    (hd : HasDerivAt d (v t) t) (hv : HasDerivAt v a t) :
    HasDerivAt (boundaryTerm d v w)
      (Complex.exp (I * w * t) * ((a : ℂ) + (w : ℂ) ^ 2 * (d t : ℂ))) t := by
  -- the two terms proportional to the velocity cancel
  refine ((hasDerivAt_phase w t).fun_mul
    (hv.ofReal_comp.fun_sub (hd.ofReal_comp.const_mul (I * (w : ℂ))))).congr_deriv ?_
  linear_combination
    (-(w : ℂ) ^ 2 * (d t : ℂ) * Complex.exp (I * w * t)) * Complex.I_sq
```

In this theorem `a` is a single number, the derivative of v at the time t considered. By hand, the product rule gives

B′ = iw exp(iwt) (v − iw d) + exp(iwt) (a − iw v)

= exp(iwt) (iw v + w² d + a − iw v)

= exp(iwt) (a + w² d).

The velocity terms cancel, and −i² = 1 produces the positive sign of w² d. In Lean, `fun_mul` supplies the product rule, and `linear_combination` checks the remaining algebra using i² = −1.

```lean
/-- For a dipole that starts at rest from zero, the Fourier integral of `d'' + w² d` over
`[0, T]` equals `exp(iwT) (d'(T) - i w d(T))`. -/
theorem integral_acceleration_add_dipole {T : ℝ} {d v a : ℝ → ℝ} (hT : 0 ≤ T)
    (h : IsDipoleRecord T d v a) (hd0 : d 0 = 0) (hv0 : v 0 = 0) (w : ℝ) :
    ∫ t in (0 : ℝ)..T, Complex.exp (I * w * t) * ((a t : ℂ) + (w : ℂ) ^ 2 * (d t : ℂ))
      = Complex.exp (I * w * T) * ((v T : ℂ) - I * w * (d T : ℂ)) := by
  have ce : ContinuousOn (fun t : ℝ => Complex.exp (I * w * t)) (Icc 0 T) :=
    fun t _ => (hasDerivAt_phase w t).continuousAt.continuousWithinAt
  have cd : ContinuousOn (fun t => (d t : ℂ)) (Icc 0 T) :=
    Complex.continuous_ofReal.comp_continuousOn fun t ht => (h.vel t ht).continuousWithinAt
  have cv : ContinuousOn (fun t => (v t : ℂ)) (Icc 0 T) :=
    Complex.continuous_ofReal.comp_continuousOn fun t ht => (h.acc t ht).continuousWithinAt
  have ca : ContinuousOn (fun t => (a t : ℂ)) (Icc 0 T) :=
    Complex.continuous_ofReal.comp_continuousOn h.cont
  have cB : ContinuousOn (boundaryTerm d v w) (Icc 0 T) :=
    ce.mul (cv.sub (continuousOn_const.mul cd))
  -- fundamental theorem of calculus for the boundary term
  have key := intervalIntegral.integral_eq_sub_of_hasDerivAt_of_le hT cB
    (fun t ht => hasDerivAt_boundaryTerm w
      ((h.vel t (Ioo_subset_Icc_self ht)).hasDerivAt (Icc_mem_nhds ht.1 ht.2))
      ((h.acc t (Ioo_subset_Icc_self ht)).hasDerivAt (Icc_mem_nhds ht.1 ht.2)))
    (ContinuousOn.intervalIntegrable (by
      rw [uIcc_of_le hT]
      exact ce.mul (ca.add (continuousOn_const.mul cd))))
  rw [key]
  simp [boundaryTerm, hd0, hv0]
```

The hypotheses are T ≥ 0, a dipole record, d(0) = 0 and v(0) = 0. The frequency w is any real number. The conclusion is

∫₀ᵀ exp(iwt) (a(t) + w² d(t)) dt = exp(iwT) (v(T) − iw d(T)).

The initial conditions describe a system in a stationary state before the pulse, with any permanent dipole subtracted. An impulsive kick that leaves a nonzero velocity at time 0 does not meet them.

By hand, the preceding derivative and the fundamental theorem of calculus give

∫₀ᵀ exp(iwt) (a + w² d) dt = B(T) − B(0),

and B(0) = v(0) − iw d(0) = 0. For T = 0 both sides are zero.

The lines named `ce`, `cd`, `cv`, `ca` and `cB` establish continuity of the phase, the three signals and B. The step `key` is the fundamental theorem in a form that asks for continuity on the closed interval and derivatives only in its interior. There, `Icc_mem_nhds` turns the derivative within the interval into an ordinary derivative. The final `simp` inserts the initial values.

## From one integral to two amplitudes

```lean
/-- For a dipole that starts at rest from zero, the acceleration amplitude is `-w²` times the
dipole amplitude plus the boundary term at the final time. -/
theorem acceleration_amplitude {T : ℝ} {d v a : ℝ → ℝ} (hT : 0 ≤ T)
    (h : IsDipoleRecord T d v a) (hd0 : d 0 = 0) (hv0 : v 0 = 0) (w : ℝ) :
    amplitude T a w = -(w : ℂ) ^ 2 * amplitude T d w + boundaryTerm d v w T := by
  have integrable : ∀ f : ℝ → ℝ, ContinuousOn f (Icc 0 T) → IntervalIntegrable
      (fun t : ℝ => Complex.exp (I * w * t) * (f t : ℂ)) MeasureTheory.volume 0 T := by
    intro f hf
    apply ContinuousOn.intervalIntegrable
    rw [uIcc_of_le hT]
    exact ContinuousOn.mul
      (fun t _ => (hasDerivAt_phase w t).continuousAt.continuousWithinAt)
      (Complex.continuous_ofReal.comp_continuousOn hf)
  have hd := integrable d fun t ht => (h.vel t ht).continuousWithinAt
  -- split the integral of the sum into the two amplitudes
  have split : amplitude T a w + (w : ℂ) ^ 2 * amplitude T d w = boundaryTerm d v w T := by
    unfold amplitude boundaryTerm
    rw [← integral_acceleration_add_dipole hT h hd0 hv0 w,
      ← intervalIntegral.integral_const_mul,
      ← intervalIntegral.integral_add (integrable a h.cont) (hd.const_mul _)]
    apply intervalIntegral.integral_congr
    intro t _
    ring
  linear_combination split
```

The integral of the sum splits into

A_a(w) + w² A_d(w) = B(T),

and hence

A_a(w) = −w² A_d(w) + B(T).

The term −w² A_d is what two integrations by parts give when all boundary contributions vanish. The term B(T) is what stopping at time T adds, and it depends on the displacement d(T) as well as on the velocity v(T).

Splitting an integral requires both parts to be integrable. The local statement `integrable` obtains this from continuity, and `split` then uses linearity together with the previous theorem.

## The size of the mismatch

```lean
/-- The squared modulus of the boundary term is `v² + w² d²`. -/
theorem norm_sq_boundaryTerm (d v : ℝ → ℝ) (w t : ℝ) :
    ‖boundaryTerm d v w t‖ ^ 2 = v t ^ 2 + w ^ 2 * d t ^ 2 := by
  have phase : ‖Complex.exp (I * w * t)‖ = 1 := by
    rw [show I * (w : ℂ) * (t : ℂ) = ((w * t : ℝ) : ℂ) * I by push_cast; ring]
    exact Complex.norm_exp_ofReal_mul_I _
  have hz : (v t : ℂ) - I * w * (d t : ℂ) = ⟨v t, -(w * d t)⟩ := by
    apply Complex.ext <;> simp
  rw [boundaryTerm, norm_mul, phase, one_mul, hz, Complex.sq_norm, Complex.normSq_mk]
  ring
```

The phase factor has modulus 1, and v − iw d has real part v and imaginary part −w d. Therefore

|B(t)|² = v(t)² + w² d(t)².

The Lean proof follows these two observations: `phase` gives the unit modulus, and `hz` writes out the real and imaginary parts. No derivative condition is needed.

```lean
/-- For a dipole that starts at rest from zero, the modulus of the acceleration amplitude and
`w²` times that of the dipole amplitude differ by at most `√(v(T)² + w² d(T)²)`. -/
theorem spectral_mismatch_le {T : ℝ} {d v a : ℝ → ℝ} (hT : 0 ≤ T)
    (h : IsDipoleRecord T d v a) (hd0 : d 0 = 0) (hv0 : v 0 = 0) (w : ℝ) :
    |‖amplitude T a w‖ - w ^ 2 * ‖amplitude T d w‖|
      ≤ Real.sqrt (v T ^ 2 + w ^ 2 * d T ^ 2) := by
  have hn : ‖-(w : ℂ) ^ 2 * amplitude T d w‖ = w ^ 2 * ‖amplitude T d w‖ := by
    rw [norm_mul, norm_neg, norm_pow, Complex.norm_real, Real.norm_eq_abs, sq_abs]
  have hb := abs_norm_sub_norm_le (amplitude T a w) (-(w : ℂ) ^ 2 * amplitude T d w)
  rw [hn, show amplitude T a w - -(w : ℂ) ^ 2 * amplitude T d w = boundaryTerm d v w T by
    rw [acceleration_amplitude hT h hd0 hv0 w]; ring] at hb
  rwa [← norm_sq_boundaryTerm, Real.sqrt_sq (norm_nonneg _)]
```

For any complex numbers p and q, the reverse triangle inequality says

| |p| − |q| | ≤ |p − q|.

Take p = A_a(w) and q = −w² A_d(w). Then |q| = w² |A_d(w)| and p − q = B(T), so

| |A_a(w)| − w² |A_d(w)| | ≤ √(v(T)² + w² d(T)²).

The right-hand side needs only the final dipole and velocity. It bounds the discrepancy between the moduli at each frequency without a second Fourier integral. In the proof, `hn` computes |q| and `hb` is the reverse triangle inequality.

```lean
/-- For a dipole that starts at rest from zero, and at a nonzero frequency, the acceleration
amplitude is exactly `-w²` times the dipole amplitude if and only if dipole and velocity both
vanish at the final time. -/
theorem amplitudes_agree_iff {T : ℝ} {d v a : ℝ → ℝ} (hT : 0 ≤ T)
    (h : IsDipoleRecord T d v a) (hd0 : d 0 = 0) (hv0 : v 0 = 0) {w : ℝ} (hw : w ≠ 0) :
    amplitude T a w = -(w : ℂ) ^ 2 * amplitude T d w ↔ d T = 0 ∧ v T = 0 := by
  rw [acceleration_amplitude hT h hd0 hv0 w, add_eq_left]
  constructor
  · intro hB
    have hn := norm_sq_boundaryTerm d v w T
    rw [hB, norm_zero] at hn
    -- a sum of two squares vanishes only if both do
    have h1 : v T ^ 2 = 0 := by nlinarith [sq_nonneg (v T), sq_nonneg (w * d T)]
    have h2 : (w * d T) ^ 2 = 0 := by nlinarith [sq_nonneg (v T), sq_nonneg (w * d T)]
    exact ⟨(mul_eq_zero.mp (pow_eq_zero_iff two_ne_zero |>.mp h2)).resolve_left hw,
      pow_eq_zero_iff two_ne_zero |>.mp h1⟩
  · rintro ⟨h1, h2⟩
    simp [boundaryTerm, h1, h2]
```

For w ≠ 0, the rule A_a(w) = −w² A_d(w) holds exactly when d(T) = 0 and v(T) = 0. One direction is substitution into B(T). For the other, the rule forces B(T) = 0, so

v(T)² + w² d(T)² = 0.

Both squares must vanish, and w ≠ 0 then gives d(T) = 0. At w = 0 the boundary term is v(T) alone, so the rule would leave d(T) undetermined.

In Lean, `nlinarith` extracts the vanishing of each square from that of their sum. The equivalence concerns complex amplitudes, including their phases; it does not say that every nonzero remainder changes the modulus.

## A record whose power does change

```lean
/-- The dipole `1 - cos t`, with velocity `sin t` and acceleration `cos t`, is a dipole record
on every interval `[0, T]`. -/
theorem isDipoleRecord_witness (T : ℝ) :
    IsDipoleRecord T (fun t => 1 - Real.cos t) Real.sin Real.cos where
  vel t _ := (((Real.hasDerivAt_cos t).const_sub 1).congr_deriv (by ring)).hasDerivWithinAt
  acc t _ := (Real.hasDerivAt_sin t).hasDerivWithinAt
  cont := Real.continuous_cos.continuousOn
```

The example is

d(t) = 1 − cos t, v(t) = sin t, a(t) = cos t.

It is the response of an oscillator with unit mass, unit charge and unit angular frequency, initially at rest at its equilibrium position, to a constant unit force switched on at time 0. The theorem checks the derivative conditions and the continuity of the acceleration.

```lean
/-- For the dipole `1 - cos t` stopped at `T = π`, the dipole power at `w = 1` exceeds the
acceleration power by exactly `4`. -/
theorem power_spectra_differ :
    ‖amplitude Real.pi (fun t => 1 - Real.cos t) 1‖ ^ 2
      = ‖amplitude Real.pi Real.cos 1‖ ^ 2 + 4 := by
  -- an explicit antiderivative gives the acceleration amplitude
  have key : ∀ t : ℝ, HasDerivAt
      (fun s : ℝ => ((s : ℂ) + Complex.exp (I * (1 : ℝ) * s) * (Real.sin s : ℂ)) / 2)
      (Complex.exp (I * (1 : ℝ) * t) * (Real.cos t : ℂ)) t := by
    intro t
    have hE : Complex.exp (I * (1 : ℝ) * t) = (Real.cos t : ℂ) + (Real.sin t : ℂ) * I := by
      rw [show I * ((1 : ℝ) : ℂ) * (t : ℂ) = t * I by push_cast; ring, Complex.exp_mul_I,
        Complex.ofReal_cos, Complex.ofReal_sin]
    have hcs : (Real.cos t : ℂ) ^ 2 + (Real.sin t : ℂ) ^ 2 = 1 := by
      rw [← Complex.ofReal_pow, ← Complex.ofReal_pow, ← Complex.ofReal_add,
        Real.cos_sq_add_sin_sq, Complex.ofReal_one]
    refine (((hasDerivAt_id t).ofReal_comp.fun_add ((hasDerivAt_phase 1 t).fun_mul
      (Real.hasDerivAt_sin t).ofReal_comp)).div_const 2).congr_deriv ?_
    rw [hE, Complex.ofReal_one]
    linear_combination (-1 / 2 : ℂ) * hcs + (Real.sin t : ℂ) ^ 2 / 2 * Complex.I_sq
  have ha : amplitude Real.pi Real.cos 1 = ((Real.pi / 2 : ℝ) : ℂ) := by
    unfold amplitude
    rw [intervalIntegral.integral_eq_sub_of_hasDerivAt (fun t _ => key t)
      (Continuous.intervalIntegrable (by fun_prop) _ _)]
    simp
  -- the boundary term at the stopping time is `2i`
  have hB : boundaryTerm (fun t => 1 - Real.cos t) Real.sin 1 Real.pi = 2 * I := by
    unfold boundaryTerm
    rw [show I * ((1 : ℝ) : ℂ) * (Real.pi : ℂ) = Real.pi * I by push_cast; ring,
      Complex.exp_pi_mul_I]
    simp only [Real.sin_pi, Real.cos_pi]
    push_cast
    ring
  have hS := acceleration_amplitude Real.pi_pos.le (isDipoleRecord_witness Real.pi)
    (by simp) Real.sin_zero 1
  rw [hB, ha, Complex.ofReal_one] at hS
  have hd : amplitude Real.pi (fun t => 1 - Real.cos t) 1
      = ⟨-(Real.pi / 2), 2⟩ := by
    have hz : (⟨-(Real.pi / 2), 2⟩ : ℂ) = 2 * I - ((Real.pi / 2 : ℝ) : ℂ) := by
      apply Complex.ext <;> simp
    rw [hz]
    linear_combination hS
  rw [hd, ha, Complex.sq_norm, Complex.sq_norm, Complex.normSq_mk, Complex.normSq_ofReal]
  ring

end

end HarmonicSpectra
```

Stop this record at T = π and take w = 1. At that moment the velocity is zero but the dipole is 2, so

B(π) = exp(iπ) (0 − 2i) = 2i.

The acceleration amplitude follows from exp(it) = cos t + i sin t:

A_a(1) = ∫₀^π cos² t dt + i ∫₀^π sin t cos t dt = π/2.

The amplitude relation then gives

A_d(1) = B(π) − A_a(1) = −π/2 + 2i,

and the squared moduli are

|A_a(1)|² = π²/4 and |A_d(1)|² = π²/4 + 4.

At w = 1 the factor w² is 1, so the difference of 4 is not a matter of rescaling. Here it comes entirely from the displacement left when the record stops.

The Lean proof evaluates the acceleration integral through the antiderivative (t + exp(it) sin t)/2, whose derivative is verified in `key`. The steps `ha` and `hB` give the acceleration amplitude and the boundary term. `hS` applies the general relation to this record, and `hd` reads off the dipole amplitude before the squared moduli are compared.

```lean
#print axioms HarmonicSpectra.acceleration_amplitude
#print axioms HarmonicSpectra.spectral_mismatch_le
#print axioms HarmonicSpectra.amplitudes_agree_iff
#print axioms HarmonicSpectra.power_spectra_differ
```

```
'HarmonicSpectra.acceleration_amplitude' depends on axioms: [propext, Classical.choice, Quot.sound]
'HarmonicSpectra.spectral_mismatch_le' depends on axioms: [propext, Classical.choice, Quot.sound]
'HarmonicSpectra.amplitudes_agree_iff' depends on axioms: [propext, Classical.choice, Quot.sound]
'HarmonicSpectra.power_spectra_differ' depends on axioms: [propext, Classical.choice, Quot.sound]
```
